# A smeared half-filled level loses its moment at T = I/4 in a mean-field exchange model

Let $I$ be a real exchange parameter, $T>0$ a smearing temperature in energy units, and $m\in[-1,1]$ the spin moment of a level that holds one electron on average. With $a=(1+m)/2$, $b=(1-m)/2$ and $0\ln 0=0$, the free energy

$$F(m)=-\frac{I m^2}{4}+2T\,[a\ln a+b\ln b]$$

has $m=0$ as its only minimizer if $T\ge I/4$. If $T<I/4$, it has exactly two minimizers, $m_0$ and $-m_0$, with $0<m_0<1$. In that case $m_0^2>1-4T/I$, so at $T=I/8$, for example, the moment exceeds $1/\sqrt2$.

## One electron in two spin channels

The numbers $a$ and $b$ are the occupations of the spin-up and spin-down channels. A channel with occupation $f$ has the Fermi–Dirac entropy $-[f\ln f+(1-f)\ln(1-f)]$. Since $a+b=1$, both channels contribute the same amount, which gives the factor 2 in $F$. The channels are filled independently, so the electron number is one only on average; for exactly one electron, the entropy would be half as large. The term $-Im^2/4$ is a postulated mean-field exchange energy: for $I>0$ it rewards polarization, while the entropy favours equal occupations.

In electronic-structure calculations, a large smearing width can remove a magnetic solution; in this one-level model with constant $I$, the Fermi–Dirac width at which that happens is exactly $I/4$.

## Equilibrium as a global minimum

In Lean, `freeEnergy I T m` is $F(m)$. Mathlib sets `Real.log 0 = 0`, which yields the convention $0\ln0=0$ at full polarization. The predicate `IsEquilibrium I T m` says that $m$ lies in $[-1,1]$ and that $F(m)\le F(x)$ for every $x$ in $[-1,1]$.

The theorem `magnetic_collapse` assumes only $T>0$ and has two parts. If `I / 4 ≤ T`, a moment is an equilibrium if and only if it is zero. If `T < I / 4`, there is an $m_0$ strictly between 0 and 1 such that the equilibria are precisely $m_0$ and $-m_0$. The sign of $I$ is free in the first part, and in the second it is forced to be positive. The bound on $m^2$ is the separate theorem `equilibrium_moment_bound`.

The model has no band structure, no change of the average filling and no fluctuations of the exchange field. The theorems concern global minima, and say nothing about whether a self-consistency iteration reaches them.

## Curvature decides whether polarizing pays

For $-1<m<1$, differentiation gives

$$F'(m)=-\frac{Im}{2}+T(\ln a-\ln b),\qquad F''(m)=-\frac I2+\frac{2T}{1-m^2}.$$

Take $0<x\le1$. The mean value theorem gives $c\in(0,x)$ with $F(x)-F(0)=x\,F'(c)$. Since $F'(0)=0$, applying it to $F'$ gives $d\in(0,c)$ with $F'(c)=c\,F''(d)$. Hence

$$F(x)-F(0)=c\,x\,F''(d),\qquad 0<d<x.$$

If $T\ge I/4$, then $2T/(1-d^2)>2T\ge I/2$, so $F''(d)>0$ and $F(x)>F(0)$. Because $F(-m)=F(m)$, the same holds for negative moments, and $m=0$ is the only minimizer.

If $0<T<I/4$, choose $x=1-4T/I$, which lies in $(0,1)$. Then $d^2<d<x$, so $1-d^2>4T/I$ and $F''(d)<0$. This trial moment has a lower free energy than $m=0$, which is therefore not a minimizer.

## Exactly one positive moment below the threshold

Let $0<T<I/4$. Full polarization is not optimal either. Take the minority occupation $b=e^{-I/(2T)-1}$, so that the moment is $1-2b$ and $2Tb\ln b=-Ib-2Tb$. Expanding the square gives

$$F(1-2b)=-\frac I4-Ib^2-2Tb+2T(1-b)\ln(1-b)<-\frac I4=F(1).$$

By evenness $m=-1$ is excluded as well. Every minimizer is thus interior and satisfies $F'(m)=0$.

Suppose that $0<p<q$ were two minimizers. Then $F'$ vanishes at $0$, $p$ and $q$, and Rolle's theorem gives $c\in(0,p)$ and $d\in(p,q)$ with $F''(c)=F''(d)=0$, that is,

$$I(1-c^2)=4T=I(1-d^2).$$

This contradicts $c<d$, so there is at most one positive minimizer. A minimizer exists because $F$ is continuous on a compact interval; it is nonzero, and evenness supplies its opposite partner. The bound follows from the first Rolle point: $m_0^2>c^2=1-4T/I$.

## Zero smearing breaks both parts

The hypothesis $T>0$ cannot be weakened to $T\ge0$. For $T=I=0$ the condition $T\ge I/4$ holds, but $F$ is identically zero and every moment in $[-1,1]$ is a minimizer. For $T=0$ and $I>0$ the minimizers are $\pm1$, so the claim $m_0<1$ fails.

## The collapse theorem in Lean

```lean
import Mathlib

open Set

namespace StonerSmearing

noncomputable section

/-- Free energy of a moment `m` in `[-1, 1]` with exchange parameter `I` and smearing
temperature `T`; the spin occupations are `(1 + m) / 2` and `(1 - m) / 2`, and `0 ln 0 = 0`. -/
def freeEnergy (I T m : ℝ) : ℝ :=
  -I * m ^ 2 / 4 + 2 * T * ((1 + m) / 2 * Real.log ((1 + m) / 2)
    + (1 - m) / 2 * Real.log ((1 - m) / 2))

/-- The slope of the free energy with respect to the moment, for `-1 < m < 1`. -/
def energySlope (I T m : ℝ) : ℝ :=
  -I * m / 2 + T * (Real.log ((1 + m) / 2) - Real.log ((1 - m) / 2))

/-- An equilibrium moment is a global minimizer of the free energy on `[-1, 1]`. -/
def IsEquilibrium (I T m : ℝ) : Prop :=
  m ∈ Icc (-1 : ℝ) 1 ∧ ∀ x ∈ Icc (-1 : ℝ) 1, freeEnergy I T m ≤ freeEnergy I T x

/-- Reversing the moment leaves the free energy unchanged. -/
theorem freeEnergy_neg (I T m : ℝ) : freeEnergy I T (-m) = freeEnergy I T m := by
  have h1 : 1 + -m = 1 - m := by ring
  have h2 : 1 - -m = 1 + m := by ring
  simp only [freeEnergy]
  rw [h1, h2]
  ring

/-- For a partially polarized system, `-1 < m < 1`, the free energy has derivative
`energySlope`, whose own derivative is `-I/2 + 2T/(1 - m²)`. -/
theorem hasDerivAt_energy_and_slope (I T : ℝ) {m : ℝ} (h1 : -1 < m) (h2 : m < 1) :
    HasDerivAt (freeEnergy I T) (energySlope I T m) m ∧
      HasDerivAt (energySlope I T) (-I / 2 + 2 * T / (1 - m ^ 2)) m := by
  have n1 : 1 + m ≠ 0 := by linarith
  have n2 : 1 - m ≠ 0 := by linarith
  have ha : (1 + m) / 2 ≠ 0 := div_ne_zero n1 two_ne_zero
  have hb : (1 - m) / 2 ≠ 0 := div_ne_zero n2 two_ne_zero
  have hp : HasDerivAt (fun x : ℝ => (1 + x) / 2) (1 / 2) m :=
    ((hasDerivAt_id' m).const_add 1).div_const 2
  have hq : HasDerivAt (fun x : ℝ => (1 - x) / 2) (-1 / 2) m :=
    ((hasDerivAt_id' m).const_sub 1).div_const 2
  have hs : HasDerivAt (fun x : ℝ => x ^ 2) (2 * m) m := by
    simpa using hasDerivAt_pow 2 m
  constructor
  · have h := ((hs.const_mul (-I)).div_const 4).fun_add
      (((hp.fun_mul (hp.log ha)).fun_add (hq.fun_mul (hq.log hb))).const_mul (2 * T))
    refine HasDerivAt.congr_deriv (f := freeEnergy I T) h ?_
    have e1 : (1 + m) / 2 * (1 / 2 / ((1 + m) / 2)) = 1 / 2 := by field_simp
    have e2 : (1 - m) / 2 * (-1 / 2 / ((1 - m) / 2)) = -1 / 2 := by field_simp
    rw [e1, e2, energySlope]
    ring
  · have h := (((hasDerivAt_id' m).const_mul (-I)).div_const 2).fun_add
      (((hp.log ha).fun_sub (hq.log hb)).const_mul T)
    refine HasDerivAt.congr_deriv (f := energySlope I T) h ?_
    have e : 1 / 2 / ((1 + m) / 2) - -1 / 2 / ((1 - m) / 2) = 2 / ((1 + m) * (1 - m)) := by
      rw [div_sub_div _ _ ha hb, div_eq_div_iff (mul_ne_zero ha hb) (mul_ne_zero n1 n2)]
      ring
    have e' : 1 - m ^ 2 = (1 + m) * (1 - m) := by ring
    rw [e, e']
    ring

/-- The free energy is continuous in the moment, also at full polarization. -/
theorem continuous_freeEnergy (I T : ℝ) : Continuous (freeEnergy I T) := by
  have h1 : Continuous fun m : ℝ => (1 + m) / 2 * Real.log ((1 + m) / 2) :=
    Real.continuous_mul_log.comp (by fun_prop : Continuous fun m : ℝ => (1 + m) / 2)
  have h2 : Continuous fun m : ℝ => (1 - m) / 2 * Real.log ((1 - m) / 2) :=
    Real.continuous_mul_log.comp (by fun_prop : Continuous fun m : ℝ => (1 - m) / 2)
  exact (by fun_prop : Continuous fun m : ℝ => -I * m ^ 2 / 4).add
    (continuous_const.mul (h1.add h2))

/-- The energy of polarizing from `0` to `x`, with `0 < x ≤ 1`, is a positive multiple of
the curvature of the free energy at some intermediate moment `d`. -/
theorem polarization_energy (I T : ℝ) {x : ℝ} (hx : 0 < x) (hx1 : x ≤ 1) :
    ∃ d ∈ Ioo 0 x, ∃ c > 0,
      freeEnergy I T x - freeEnergy I T 0 = c * (-I / 2 + 2 * T / (1 - d ^ 2)) := by
  -- mean value theorem for the energy, then for its slope
  obtain ⟨c, hc, h1⟩ := exists_hasDerivAt_eq_slope (freeEnergy I T) (energySlope I T) hx
    (continuous_freeEnergy I T).continuousOn
    (fun y hy => (hasDerivAt_energy_and_slope I T (by linarith [hy.1])
      (by linarith [hy.2])).1)
  have hD : ∀ y ∈ Icc 0 c, HasDerivAt (energySlope I T) (-I / 2 + 2 * T / (1 - y ^ 2)) y :=
    fun y hy => (hasDerivAt_energy_and_slope I T (by linarith [hy.1])
      (by linarith [hy.2, hc.2])).2
  obtain ⟨d, hd, h2⟩ := exists_hasDerivAt_eq_slope (energySlope I T)
    (fun y => -I / 2 + 2 * T / (1 - y ^ 2)) hc.1
    (fun y hy => (hD y hy).continuousAt.continuousWithinAt)
    (fun y hy => hD y ⟨hy.1.le, hy.2.le⟩)
  have h0 : energySlope I T 0 = 0 := by simp [energySlope]
  rw [sub_zero, eq_div_iff hx.ne'] at h1
  rw [h0, sub_zero, sub_zero, eq_div_iff hc.1.ne'] at h2
  refine ⟨d, ⟨hd.1, hd.2.trans hc.2⟩, c * x, mul_pos hc.1 hx, ?_⟩
  linear_combination (-1) * h1 - x * h2

/-- For `I, T > 0` an equilibrium moment is never saturated, and the slope of the free
energy vanishes there. -/
theorem equilibrium_stationary {I T m : ℝ} (hI : 0 < I) (hT : 0 < T)
    (hm : IsEquilibrium I T m) : -1 < m ∧ m < 1 ∧ energySlope I T m = 0 := by
  -- a trial moment `1 - 2b` with minority occupation `b = exp (-I/(2T) - 1)`
  have hq : 0 < I / (2 * T) := by positivity
  obtain ⟨b, hb0, hb1, hlog⟩ : ∃ b : ℝ, 0 < b ∧ b < 1 ∧ Real.log b = -(I / (2 * T)) - 1 :=
    ⟨Real.exp (-(I / (2 * T)) - 1), Real.exp_pos _, Real.exp_lt_one_iff.mpr (by linarith),
      Real.log_exp _⟩
  have key : 2 * T * (I / (2 * T)) = I := by field_simp
  have hL : Real.log (1 - b) ≤ 0 := Real.log_nonpos (by linarith) (by linarith)
  have hF : freeEnergy I T (1 - 2 * b)
      = -I / 4 - I * b ^ 2 - 2 * T * b + 2 * T * (1 - b) * Real.log (1 - b) := by
    have e1 : (1 + (1 - 2 * b)) / 2 = 1 - b := by ring
    have e2 : (1 - (1 - 2 * b)) / 2 = b := by ring
    rw [freeEnergy, e1, e2, hlog]
    linear_combination (-b) * key
  have hF1 : freeEnergy I T 1 = -I / 4 := by norm_num [freeEnergy]
  have hlt : freeEnergy I T (1 - 2 * b) < freeEnergy I T 1 := by
    have p1 : 0 < I * b ^ 2 := by positivity
    have p2 : 0 < 2 * T * b := by positivity
    have p3 : 2 * T * (1 - b) * Real.log (1 - b) ≤ 0 :=
      mul_nonpos_of_nonneg_of_nonpos (mul_nonneg (by linarith) (by linarith)) hL
    rw [hF, hF1]
    linarith
  have hle := hm.2 (1 - 2 * b) ⟨by linarith, by linarith⟩
  have hu : m < 1 := lt_of_le_of_ne hm.1.2 (by
    rintro rfl
    linarith)
  have hl : -1 < m := lt_of_le_of_ne hm.1.1 (by
    rintro rfl
    rw [freeEnergy_neg] at hle
    linarith)
  have hmin : IsLocalMin (freeEnergy I T) m :=
    Filter.mem_of_superset (Ioo_mem_nhds hl hu) (fun x hx => hm.2 x ⟨hx.1.le, hx.2.le⟩)
  exact ⟨hl, hu, hmin.hasDerivAt_eq_zero (hasDerivAt_energy_and_slope I T hl hu).1⟩

/-- Between two moments in `[0, 1)` with equal slope of the free energy lies a moment `d`
with `I (1 - d²) = 4T`. -/
theorem inflection_between {I T p q : ℝ} (hp : 0 ≤ p) (hpq : p < q) (hq : q < 1)
    (h : energySlope I T p = energySlope I T q) :
    ∃ d ∈ Ioo p q, I * (1 - d ^ 2) = 4 * T := by
  have hD : ∀ y ∈ Icc p q, HasDerivAt (energySlope I T) (-I / 2 + 2 * T / (1 - y ^ 2)) y :=
    fun y hy => (hasDerivAt_energy_and_slope I T (by linarith [hy.1])
      (by linarith [hy.2])).2
  obtain ⟨d, hd, h0⟩ := exists_hasDerivAt_eq_zero (f := energySlope I T)
    (f' := fun y => -I / 2 + 2 * T / (1 - y ^ 2)) hpq
    (fun y hy => (hD y hy).continuousAt.continuousWithinAt) h
    (fun y hy => hD y ⟨hy.1.le, hy.2.le⟩)
  have hpos : 0 < 1 - d ^ 2 := by nlinarith [hd.1, hd.2]
  have h1 : 2 * T / (1 - d ^ 2) = I / 2 := by linarith
  rw [div_eq_iff hpos.ne'] at h1
  exact ⟨d, hd, by linarith⟩

/-- For `0 < T < I/4` every equilibrium moment satisfies `m² > 1 - 4T/I`. -/
theorem equilibrium_moment_bound {I T m : ℝ} (hT : 0 < T) (h : T < I / 4)
    (hm : IsEquilibrium I T m) : 1 - 4 * T / I < m ^ 2 := by
  have hI : 0 < I := by linarith
  have hr : 4 * T / I < 1 := by
    rw [div_lt_one hI]
    linarith
  have hr0 : 0 < 4 * T / I := by positivity
  have hrI : 4 * T / I * I = 4 * T := div_mul_cancel₀ _ hI.ne'
  -- the bound for a positive equilibrium moment
  have pos : ∀ p, 0 < p → IsEquilibrium I T p → 1 - 4 * T / I < p ^ 2 := by
    intro p hp hpe
    obtain ⟨-, hp1, hs⟩ := equilibrium_stationary hI hT hpe
    obtain ⟨d, hd, he⟩ := inflection_between (I := I) (T := T) le_rfl hp hp1
      (by rw [hs]; simp [energySlope])
    have hd2 : d ^ 2 < p ^ 2 := by nlinarith [hd.1, hd.2]
    have : 4 * T / I = 1 - d ^ 2 := by
      rw [div_eq_iff hI.ne']
      linarith
    linarith
  rcases lt_trichotomy m 0 with hneg | hzero | hpos
  · have := pos (-m) (by linarith) ⟨⟨by linarith [hm.1.2], by linarith [hm.1.1]⟩,
      fun x hx => by rw [freeEnergy_neg]; exact hm.2 x hx⟩
    simpa using this
  · -- the trial moment `1 - 4T/I` has a lower free energy, so `m = 0` is excluded
    exfalso
    subst hzero
    obtain ⟨d, hd, c, hc, he⟩ := polarization_energy I T
      (x := 1 - 4 * T / I) (by linarith) (by linarith)
    have hle := hm.2 (1 - 4 * T / I) ⟨by linarith, by linarith⟩
    have hd1 : d < 1 := by linarith [hd.2]
    have hdd : d ^ 2 < d := by nlinarith [hd.1]
    have hdI : d ^ 2 * I < (1 - 4 * T / I) * I :=
      mul_lt_mul_of_pos_right (hdd.trans hd.2) hI
    have hcurv : 2 * T / (1 - d ^ 2) < I / 2 := by
      rw [div_lt_iff₀ (by linarith)]
      linarith
    have := mul_neg_of_pos_of_neg hc
      (by linarith : -I / 2 + 2 * T / (1 - d ^ 2) < 0)
    linarith
  · exact pos m hpos hm

/-- Magnetic collapse under smearing, for `T > 0`: if `T ≥ I/4` the only equilibrium moment
is zero, and if `T < I/4` there are exactly two, opposite, nonzero and unsaturated. -/
theorem magnetic_collapse {I T : ℝ} (hT : 0 < T) :
    (I / 4 ≤ T → ∀ m, IsEquilibrium I T m ↔ m = 0) ∧
    (T < I / 4 → ∃ m₀, 0 < m₀ ∧ m₀ < 1 ∧
      ∀ m, IsEquilibrium I T m ↔ m = m₀ ∨ m = -m₀) := by
  have flip : ∀ m, IsEquilibrium I T m → IsEquilibrium I T (-m) := fun m hm =>
    ⟨⟨by linarith [hm.1.2], by linarith [hm.1.1]⟩,
      fun x hx => by rw [freeEnergy_neg]; exact hm.2 x hx⟩
  -- a minimizer exists by compactness
  obtain ⟨e, he, hmin⟩ := isCompact_Icc.exists_isMinOn
    (⟨0, by norm_num⟩ : (Icc (-1 : ℝ) 1).Nonempty) (continuous_freeEnergy I T).continuousOn
  have hE : IsEquilibrium I T e := ⟨he, fun x hx => hmin hx⟩
  constructor
  · intro h
    have nopos : ∀ p, 0 < p → ¬ IsEquilibrium I T p := by
      intro p hp hpe
      obtain ⟨d, hd, c, hc, heq⟩ := polarization_energy I T hp hpe.1.2
      have hd1 : d < 1 := lt_of_lt_of_le hd.2 hpe.1.2
      have hcurv : 2 * T < 2 * T / (1 - d ^ 2) := by
        rw [lt_div_iff₀ (by nlinarith [hd.1])]
        nlinarith [mul_pos hT (pow_pos hd.1 2)]
      have := mul_pos hc (by linarith : 0 < -I / 2 + 2 * T / (1 - d ^ 2))
      linarith [hpe.2 0 (by norm_num)]
    have zero : ∀ m, IsEquilibrium I T m → m = 0 := by
      intro m hm
      rcases lt_trichotomy m 0 with hn | hz | hp
      · exact absurd (flip m hm) (nopos (-m) (by linarith))
      · exact hz
      · exact absurd hm (nopos m hp)
    refine fun m => ⟨zero m, fun hm => ?_⟩
    rw [hm, ← zero e hE]
    exact hE
  · intro h
    have hI : 0 < I := by linarith
    have ne0 : ∀ m, IsEquilibrium I T m → m ≠ 0 := by
      rintro m hm rfl
      have hb := equilibrium_moment_bound hT h hm
      have hr : 4 * T / I < 1 := by
        rw [div_lt_one hI]
        linarith
      norm_num at hb
      linarith
    -- two positive equilibrium moments would give two different positive inflection points
    have nolt : ∀ p q, 0 < p → p < q → IsEquilibrium I T p → ¬ IsEquilibrium I T q := by
      intro p q hp hpq hpe hqe
      obtain ⟨-, hp1, sp⟩ := equilibrium_stationary hI hT hpe
      obtain ⟨-, hq1, sq⟩ := equilibrium_stationary hI hT hqe
      obtain ⟨c, hc, ec⟩ := inflection_between (I := I) (T := T) le_rfl hp hp1
        (by rw [sp]; simp [energySlope])
      obtain ⟨d, hd, ed⟩ := inflection_between hp.le hpq hq1 (sp.trans sq.symm)
      have hcd : c ^ 2 < d ^ 2 := by nlinarith [hc.1, hc.2, hd.1]
      linarith [mul_lt_mul_of_pos_left hcd hI]
    have uniq : ∀ p q, 0 < p → 0 < q → IsEquilibrium I T p → IsEquilibrium I T q →
        q = p := by
      intro p q hp hq hpe hqe
      rcases lt_trichotomy p q with hl | heq | hg
      · exact absurd hqe (nolt p q hp hl hpe)
      · exact heq.symm
      · exact absurd hpe (nolt q p hq hg hqe)
    obtain ⟨p, hp, hpe⟩ : ∃ p, 0 < p ∧ IsEquilibrium I T p := by
      rcases lt_or_gt_of_ne (ne0 e hE) with hn | hp
      · exact ⟨-e, by linarith, flip e hE⟩
      · exact ⟨e, hp, hE⟩
    refine ⟨p, hp, (equilibrium_stationary hI hT hpe).2.1, fun m => ⟨fun hm => ?_, ?_⟩⟩
    · rcases lt_or_gt_of_ne (ne0 m hm) with hn | hpos
      · right
        linarith [uniq p (-m) hp (by linarith) hpe (flip m hm)]
      · exact Or.inl (uniq p m hp hpos hpe hm)
    · rintro (rfl | rfl)
      · exact hpe
      · exact flip p hpe

end

end StonerSmearing
```

```lean
#print axioms StonerSmearing.equilibrium_moment_bound
#print axioms StonerSmearing.magnetic_collapse
```

```
'StonerSmearing.equilibrium_moment_bound' depends on axioms: [propext, Classical.choice, Quot.sound]
'StonerSmearing.magnetic_collapse' depends on axioms: [propext, Classical.choice, Quot.sound]
```

## From two derivatives to a count of minimizers

`freeEnergy_neg` is the evenness of $F$. `hasDerivAt_energy_and_slope` establishes both derivative formulas, with `energySlope` standing for $F'$. At $m=\pm1$ these formulas are unavailable, but `continuous_freeEnergy` still covers the endpoints, because Mathlib knows that $x\ln x$ is continuous at zero.

`polarization_energy` applies the mean value theorem, `exists_hasDerivAt_eq_slope`, first to the energy and then to the slope. Its final `linear_combination` inserts the second result, multiplied by $x$, into the first. The statement keeps only a positive factor, which is the product $c\,x$ above.

`equilibrium_stationary` uses the trial moment $1-2b$. The equation `hF` is the expanded free energy, and `hlt` is the comparison with saturation. An interior global minimum is also a local one, so the slope vanishes there.

`inflection_between` is the Rolle step, with $F''(d)=0$ rewritten as $I(1-d^2)=4T$. `equilibrium_moment_bound` applies it between $0$ and a positive equilibrium, and treats a negative one by reflection. For $m=0$ it uses the energy-lowering trial moment $1-4T/I$ to reach a contradiction.

In `magnetic_collapse`, compactness first supplies some equilibrium `e`. Above the threshold, `nopos` rules out positive equilibria by the sign of the curvature, and `flip` transfers this to negative ones. Lean then concludes that zero is an equilibrium because `e` must equal zero, whereas the derivation above compares $F(x)$ with $F(0)$ directly.

Below the threshold, `ne0` gets $m\ne0$ from the moment bound, which at $m=0$ would require $1-4T/I<0$. `nolt` contains the argument with two Rolle points, and `uniq` turns it into uniqueness of the positive equilibrium. If `e` is negative, its reflection is taken as $m_0$.
